# A saturated Bloch line gives its largest derivative signal at half the microwave power that maximises its absorption signal

Suppose that a simulation of a single saturated Bloch line sets the microwave power by maximising the absorption signal, and then outputs a first-derivative spectrum at that power. It runs at twice the power that gives the largest derivative signal, and the derivative peak is about 8% below the largest one available. The spectrum is still the derivative of a Lorentzian, only somewhat broader than at the best power, so the error is easy to miss. A coarse scan over power and detuning can hide a similar loss, because the largest value on a grid doesn't show how far it lies below the true maximum.

## The bound and the field that reaches it

Let \(b\) be the microwave amplitude, \(y\) the detuning from resonance and \(k\) a saturation parameter, all real and dimensionless. The absorption signal is

\[
v(b,y)=\frac{b}{1+kb^2+y^2}.
\]

This is the absorption component of the steady-state magnetisation in the Bloch equations, in units of the equilibrium magnetisation and up to a sign convention, if \(b=\gamma B_1T_2\), \(y=(\omega-\omega_0)T_2\) and \(k=T_1/T_2\). Here \(\gamma\) is the gyromagnetic ratio, \(B_1\) the amplitude of the rotating microwave field, \(T_1\) and \(T_2\) the longitudinal and transverse relaxation times, \(\omega\) the microwave frequency and \(\omega_0\) the resonance frequency. The term \(kb^2=\gamma^2B_1^2T_1T_2\) measures saturation and is proportional to the microwave power. The power absorbed by the sample is a different quantity: at fixed microwave frequency it is proportional to \(bv\), which for \(k>0\) rises with \(|b|\) towards a plateau and has no maximum.

For \(k>0\) and all real \(b\) and \(y\),

\[
\left|\frac{\partial v}{\partial y}\right|\le\frac{1}{4\sqrt k},
\]

with equality exactly when \(kb^2=\tfrac12\) and \(y^2=\tfrac12\). For \(b>0\) the best amplitude is therefore \(b=1/\sqrt{2k}\), and the extrema lie at \(y=\pm1/\sqrt2\).

## Power settings and checks in a spectrum code

In continuous-wave EPR with small field modulation, the recorded signal is proportional to the slope of the absorption line. For one homogeneous line in this model, a code can use the result in three places.

- **Choice of power.** The condition \(kb^2=\tfrac12\) gives the optimal amplitude directly, or a starting value for a search in a richer model.
- **Scale of the output.** The slope of \(v\) with respect to \(y\) can't exceed \(1/(4\sqrt k)\). By the mean value theorem, a finite difference of \(v\) divided by its step in \(y\) obeys the same bound, up to rounding. A larger value reveals a mistake, for example a wrong step or a missing unit conversion.
- **Placement of the grid.** At fixed \(b\ne0\) the derivative extrema lie at \(y=\pm\sqrt{(1+kb^2)/3}\). A detuning window chosen for low power can become too narrow as the line broadens.

## Completing the squares

Write \(D=1+kb^2+y^2\), which is at least 1 when \(k\ge0\). The quotient rule gives

\[
\frac{\partial v}{\partial y}=-\frac{2by}{D^2},\qquad
\left|\frac{\partial v}{\partial y}\right|=\frac{2|b||y|}{D^2}.
\]

For \(k>0\), subtract this from the proposed maximum:

\[
\frac1{4\sqrt k}-\frac{2|b||y|}{D^2}
=\frac{D^2-8\sqrt k\,|b||y|}{4\sqrt k\,D^2}.
\]

Put \(u=kb^2+y^2\), so that \(D=1+u\) and \(D^2=(u-1)^2+4u\). Since

\[
4u-8\sqrt k\,|b||y|=4\left(\sqrt k\,|b|-|y|\right)^2,
\]

the shortfall is

\[
\frac1{4\sqrt k}-\left|\frac{\partial v}{\partial y}\right|
=\frac{(kb^2+y^2-1)^2+4(\sqrt k\,|b|-|y|)^2}{4\sqrt k\,D^2}.
\]

The right-hand side is never negative, which proves the bound. It is zero only if both squares are zero, that is, if \(kb^2+y^2=1\) and \(kb^2=y^2\). Both quantities then equal \(\tfrac12\). Conversely, these values make both squares vanish.

**A numerical instance.** Take \(k=b=y=1\). Then \(D=3\), the slope has magnitude \(2/9\), and the bound is \(1/4\). The difference is \(1/36\). The shortfall formula gives \((1^2+4\cdot0^2)/(4\cdot9)=1/36\) as well.

### Extrema at fixed power

Now hold \(b\ne0\) fixed, allow \(k\ge0\), and write \(S=1+kb^2\) and \(t=y^2\). The squared slope is \(4b^2t/(S+t)^4\). Setting the derivative of \(t/(S+t)^4\) to zero gives \(S+t=4t\), hence \(t=S/3\), where the squared slope equals \(27b^2/(64S^3)\). To see that this is the global maximum, subtract:

\[
\frac{27b^2}{64S^3}-\frac{4b^2t}{(S+t)^4}
=\frac{b^2\left[27(S+t)^4-256S^3t\right]}{64S^3(S+t)^4},
\]

and factor the bracket:

\[
27(S+t)^4-256S^3t=(3t-S)^2(3t^2+14St+27S^2).
\]

The last factor is positive because \(S>0\) and \(t\ge0\). The difference is therefore non-negative, and it vanishes exactly when \(3y^2=1+kb^2\).

**The unsaturated limit.** At \(k=0\) the line is an ordinary Lorentzian, and its largest slope is \(3\sqrt3\,|b|/8\), at \(y^2=\tfrac13\). This grows linearly with \(|b|\), so there is no optimal amplitude. The bound \(1/(4\sqrt k)\) accordingly grows without limit as \(k\to0^+\). This limit is a formal one: in a given sample \(k=T_1/T_2\) is fixed, and saturation is avoided by keeping the amplitude so low that \(kb^2\ll1\).

### The maximum of the absorption

For \(k>0\) and \(b>0\),

\[
\frac1{2\sqrt k}-v(b,y)
=\frac{D-2\sqrt k\,b}{2\sqrt k\,D}
=\frac{(\sqrt k\,b-1)^2+y^2}{2\sqrt k\,D}\ge0.
\]

Equality holds exactly when \(kb^2=1\) and \(y=0\). The derivative optimum has \(kb^2=\tfrac12\), which is half the power. If the amplitude is left at \(kb^2=1\), the fixed-power formula gives a largest slope of \(\sqrt{27/512}/\sqrt k\approx0.230/\sqrt k\), compared with \(0.25/\sqrt k\) at the optimum. This is the 8% loss.

## The Lean file

```lean
import Mathlib

namespace SaturatedDerivativeSignal

/-- The saturated Bloch absorption at microwave amplitude `b` and detuning `y`, with
saturation parameter `k ≥ 0`. -/
noncomputable def absorption (k b y : ℝ) : ℝ := b / (1 + k * b ^ 2 + y ^ 2)

/-- The slope of the absorption line with respect to detuning, for `k ≥ 0`. -/
theorem hasDerivAt_absorption {k : ℝ} (hk : 0 ≤ k) (b y : ℝ) :
    HasDerivAt (absorption k b) (-(2 * b * y) / (1 + k * b ^ 2 + y ^ 2) ^ 2) y := by
  have hne : 1 + k * b ^ 2 + y ^ 2 ≠ 0 := by positivity
  have hD : HasDerivAt (fun x : ℝ => 1 + k * b ^ 2 + x ^ 2) (2 * y) y :=
    ((hasDerivAt_pow 2 y).const_add (1 + k * b ^ 2)).congr_deriv (by norm_num)
  exact ((hasDerivAt_const y b).fun_div hD hne).congr_deriv (by ring)

/-- For `k > 0`, the amount by which the derivative signal falls short of `1 / (4 √k)` is a
sum of two squares over a positive denominator. -/
theorem derivative_shortfall {k : ℝ} (hk : 0 < k) (b y : ℝ) :
    1 / (4 * √k) - |deriv (absorption k b) y| =
      ((k * b ^ 2 + y ^ 2 - 1) ^ 2 + 4 * (√k * |b| - |y|) ^ 2) /
        (4 * √k * (1 + k * b ^ 2 + y ^ 2) ^ 2) := by
  have hpos : 0 < (1 + k * b ^ 2 + y ^ 2) ^ 2 := by positivity
  rw [(hasDerivAt_absorption hk.le b y).deriv, abs_div, abs_neg, abs_mul, abs_mul,
    abs_two, abs_of_pos hpos]
  -- write `k = r ^ 2`, so that the identity becomes rational
  obtain ⟨r, hr, rfl⟩ : ∃ r : ℝ, 0 < r ∧ k = r ^ 2 :=
    ⟨√k, Real.sqrt_pos.2 hk, (Real.sq_sqrt hk.le).symm⟩
  clear hpos
  rw [Real.sqrt_sq hr.le, ← sq_abs b, ← sq_abs y]
  generalize |b| = β
  generalize |y| = c
  have h1 : 4 * r ≠ 0 := by positivity
  have h2 : (1 + r ^ 2 * β ^ 2 + c ^ 2) ^ 2 ≠ 0 := by positivity
  rw [div_sub_div _ _ h1 h2, div_eq_div_iff (mul_ne_zero h1 h2) (mul_ne_zero h1 h2)]
  ring

/-- For `k > 0`, the derivative signal never exceeds `1 / (4 √k)` in magnitude, and it reaches
this value exactly when `k b² = 1/2` and `y² = 1/2`. -/
theorem derivative_signal_bound {k : ℝ} (hk : 0 < k) (b y : ℝ) :
    |deriv (absorption k b) y| ≤ 1 / (4 * √k) ∧
      (|deriv (absorption k b) y| = 1 / (4 * √k) ↔ k * b ^ 2 = 1 / 2 ∧ y ^ 2 = 1 / 2) := by
  have gap := derivative_shortfall hk b y
  have hr : 0 < √k := Real.sqrt_pos.2 hk
  have hM : 0 < 4 * √k * (1 + k * b ^ 2 + y ^ 2) ^ 2 := by positivity
  have s1 := sq_nonneg (k * b ^ 2 + y ^ 2 - 1)
  have s2 := sq_nonneg (√k * |b| - |y|)
  have hsq : (√k * |b|) ^ 2 = k * b ^ 2 := by
    rw [mul_pow, Real.sq_sqrt hk.le, sq_abs]
  refine ⟨?_, ?_, ?_⟩
  · have := div_nonneg (add_nonneg s1 (mul_nonneg (by norm_num : (0 : ℝ) ≤ 4) s2)) hM.le
    linarith
  · intro h
    rw [h, sub_self] at gap
    -- both squares in the shortfall vanish
    have hN := (div_eq_zero_iff.mp gap.symm).resolve_right hM.ne'
    have e1 : k * b ^ 2 + y ^ 2 - 1 = 0 :=
      (pow_eq_zero_iff two_ne_zero).mp (by linarith)
    have e2 : √k * |b| - |y| = 0 :=
      (pow_eq_zero_iff two_ne_zero).mp (by linarith)
    have e3 : k * b ^ 2 = y ^ 2 := by
      rw [← hsq, sub_eq_zero.mp e2, sq_abs]
    constructor <;> linarith
  · rintro ⟨h1, h2⟩
    have e : √k * |b| = |y| :=
      (sq_eq_sq₀ (by positivity) (by positivity)).mp (by rw [hsq, sq_abs, h1, h2])
    have hN : (k * b ^ 2 + y ^ 2 - 1) ^ 2 + 4 * (√k * |b| - |y|) ^ 2 = 0 := by
      rw [e, h1, h2]
      ring
    rw [hN, zero_div] at gap
    linarith

/-- For `k > 0` and positive microwave amplitude, the derivative signal has magnitude
`1 / (4 √k)` exactly at amplitude `√(1/(2k))` and detuning `±√(1/2)`. -/
theorem optimal_microwave_field {k b : ℝ} (hk : 0 < k) (hb : 0 < b) (y : ℝ) :
    |deriv (absorption k b) y| = 1 / (4 * √k) ↔
      b = √(1 / (2 * k)) ∧ |y| = √(1 / 2) := by
  rw [(derivative_signal_bound hk b y).2]
  constructor
  · rintro ⟨h1, h2⟩
    have h3 : b ^ 2 = 1 / (2 * k) := by
      rw [eq_div_iff (by positivity)]
      linarith
    exact ⟨by rw [← h3, Real.sqrt_sq hb.le], by rw [← h2, Real.sqrt_sq_eq_abs]⟩
  · rintro ⟨h1, h2⟩
    constructor
    · rw [h1, Real.sq_sqrt (by positivity)]
      field_simp
    · rw [← sq_abs, h2, Real.sq_sqrt (by norm_num)]

/-- At fixed nonzero microwave amplitude and `k ≥ 0`, the squared derivative signal is at most
`27 b² / (64 (1 + k b²)³)`, with equality exactly at the detunings with `3 y² = 1 + k b²`. -/
theorem derivative_extrema_fixed_field {k b : ℝ} (hk : 0 ≤ k) (hb : b ≠ 0) (y : ℝ) :
    (deriv (absorption k b) y) ^ 2 ≤ 27 * b ^ 2 / (64 * (1 + k * b ^ 2) ^ 3) ∧
      ((deriv (absorption k b) y) ^ 2 = 27 * b ^ 2 / (64 * (1 + k * b ^ 2) ^ 3) ↔
        3 * y ^ 2 = 1 + k * b ^ 2) := by
  rw [(hasDerivAt_absorption hk b y).deriv]
  have hS : 0 < 1 + k * b ^ 2 := by positivity
  generalize 1 + k * b ^ 2 = S at hS ⊢
  have hD : S + y ^ 2 ≠ 0 := by positivity
  -- the quartic in the numerator has a double root at the extremal detuning
  have key : 27 * b ^ 2 / (64 * S ^ 3) - (-(2 * b * y) / (S + y ^ 2) ^ 2) ^ 2 =
      b ^ 2 * (3 * y ^ 2 - S) ^ 2 * (3 * y ^ 4 + 14 * S * y ^ 2 + 27 * S ^ 2) /
        (64 * S ^ 3 * (S + y ^ 2) ^ 4) := by
    field_simp
    ring
  refine ⟨?_, ?_, ?_⟩
  · have : 0 ≤ b ^ 2 * (3 * y ^ 2 - S) ^ 2 * (3 * y ^ 4 + 14 * S * y ^ 2 + 27 * S ^ 2) /
        (64 * S ^ 3 * (S + y ^ 2) ^ 4) := by positivity
    linarith
  · intro h
    by_contra hne
    have h2 : 0 < (3 * y ^ 2 - S) ^ 2 :=
      lt_of_le_of_ne (sq_nonneg _) (Ne.symm (pow_ne_zero 2 (sub_ne_zero.mpr hne)))
    have h3 : 0 < b ^ 2 * (3 * y ^ 2 - S) ^ 2 *
        (3 * y ^ 4 + 14 * S * y ^ 2 + 27 * S ^ 2) / (64 * S ^ 3 * (S + y ^ 2) ^ 4) :=
      div_pos (mul_pos (mul_pos (by positivity) h2) (by positivity)) (by positivity)
    linarith
  · intro h
    rw [sub_eq_zero.mpr h, zero_pow two_ne_zero, mul_zero, zero_mul, zero_div] at key
    linarith

/-- For `k > 0` and positive microwave amplitude, the absorption itself is at most
`1 / (2 √k)`, with equality exactly on resonance at `k b² = 1`. -/
theorem absorption_bound {k b : ℝ} (hk : 0 < k) (hb : 0 < b) (y : ℝ) :
    absorption k b y ≤ 1 / (2 * √k) ∧
      (absorption k b y = 1 / (2 * √k) ↔ k * b ^ 2 = 1 ∧ y = 0) := by
  obtain ⟨r, hr, rfl⟩ : ∃ r : ℝ, 0 < r ∧ k = r ^ 2 :=
    ⟨√k, Real.sqrt_pos.2 hk, (Real.sq_sqrt hk.le).symm⟩
  rw [Real.sqrt_sq hr.le]
  unfold absorption
  have hD : 0 < 1 + r ^ 2 * b ^ 2 + y ^ 2 := by positivity
  have h2r : 0 < 2 * r := by positivity
  have s1 := sq_nonneg (r * b - 1)
  have s2 := sq_nonneg y
  refine ⟨?_, ?_, ?_⟩
  · rw [div_le_div_iff₀ hD h2r]
    linarith
  · intro h
    rw [div_eq_div_iff hD.ne' h2r.ne'] at h
    have e1 : r * b - 1 = 0 := (pow_eq_zero_iff two_ne_zero).mp (by linarith)
    have e2 : y = 0 := (pow_eq_zero_iff two_ne_zero).mp (by linarith)
    exact ⟨by rw [← mul_pow, sub_eq_zero.mp e1, one_pow], e2⟩
  · rintro ⟨h1, h2⟩
    have e : r * b = 1 :=
      (sq_eq_sq₀ (by positivity) (by norm_num)).mp (by rw [mul_pow, h1, one_pow])
    rw [div_eq_div_iff hD.ne' h2r.ne', h1, h2]
    linarith

end SaturatedDerivativeSignal
```

```lean
#print axioms SaturatedDerivativeSignal.derivative_signal_bound
-- 'SaturatedDerivativeSignal.derivative_signal_bound' depends on axioms: [propext, Classical.choice, Quot.sound]
#print axioms SaturatedDerivativeSignal.optimal_microwave_field
-- 'SaturatedDerivativeSignal.optimal_microwave_field' depends on axioms: [propext, Classical.choice, Quot.sound]
#print axioms SaturatedDerivativeSignal.derivative_extrema_fixed_field
-- 'SaturatedDerivativeSignal.derivative_extrema_fixed_field' depends on axioms: [propext, Classical.choice, Quot.sound]
#print axioms SaturatedDerivativeSignal.absorption_bound
-- 'SaturatedDerivativeSignal.absorption_bound' depends on axioms: [propext, Classical.choice, Quot.sound]
```

## The Lean statements in spectroscopic terms

The function `absorption k b y` is \(v(b,y)\), with the saturation parameter as an explicit first argument. Leaving out the last argument gives `absorption k b`, the line shape as a function of detuning at fixed power. The expression `deriv (absorption k b) y` is thus the derivative signal at detuning \(y\), and `hasDerivAt_absorption` establishes that this derivative exists and has the value found above.

`derivative_signal_bound` joins two statements with `∧`: the inequality, and an equivalence that settles when equality occurs. It assumes only `0 < k`. The amplitude may have either sign, since reversing the microwave phase changes the sign of the signal and not its magnitude. `optimal_microwave_field` adds `0 < b` and solves the equality conditions for \(b\) and \(|y|\).

`derivative_extrema_fixed_field` works with the squared slope, which avoids absolute values and covers both extrema together. It needs `b ≠ 0` because without a microwave field the signal is zero at every detuning, and equality would then hold everywhere. `absorption_bound` treats the absorption itself for positive amplitude.

## From the shortfall to the equality cases

`derivative_shortfall` carries the main calculation. It inserts the computed derivative, writes \(k=r^2\) with \(r>0\) to remove the square root, and replaces \(|b|\) and \(|y|\) by plain variables. After the denominators are cleared, `ring` confirms the polynomial identity that the hand derivation reaches by completing the squares.

In `derivative_signal_bound`, the inequality follows because the shortfall is non-negative. If equality holds, the numerator is zero, and `linarith` combines this with the non-negativity of each square to make both vanish. In the other direction, \(kb^2=y^2\) has to give \(\sqrt k\,|b|=|y|\). The lemma `sq_eq_sq₀` allows this step because both sides are non-negative. `optimal_microwave_field` then only takes square roots.

The fixed-power theorem abbreviates \(1+kb^2\) as `S` and proves the factorisation under the name `key`. For the equality case it supposes that \(3y^2\ne S\). The difference is then strictly positive, which contradicts equality. `absorption_bound` clears denominators and uses the squares \((rb-1)^2\) and \(y^2\) in the same way as the main theorem.

## One homogeneous line in the steady state

The theorems guarantee the bounds and the complete equality conditions for the stated function of real variables. They start from the saturated line shape and do not derive it from the Bloch equations. They also say nothing about the rounding error of a program that evaluates the formula.

The physical restrictions are those of the model. It describes a single homogeneously broadened line in the steady state, detected in pure absorption with modulation small enough for the signal to follow the slope. Inhomogeneous broadening, overlapping lines, overmodulation, passage effects and an admixture of dispersion all change the function being maximised, and the optimal power can move with it.

The slope is taken with respect to the dimensionless detuning. With the identification above, the slope with respect to angular frequency is \(T_2\,\partial v/\partial y\). For one sample with fixed relaxation times this is a constant factor and leaves the optimal power unchanged. A comparison between samples with different \(T_2\) has to include it.
